# A wider bond angle raises the dangling s–p hybrid from the s level to a higher p level

Take an atom with one s and three p orbitals, and let its three bond hybrids be the pure p orbitals along x, y and z. They meet at 90°, and the only state left for the fourth, dangling hybrid is the s orbital. If the bonds open to a planar 120° arrangement, they become sp² hybrids and use up all the s character, so the dangling hybrid is pure p. In between, orthonormality alone fixes how the s character is shared, provided that the three bonds carry equal s amplitudes and meet at one common angle \(\theta\).

In Lean 4 with Mathlib:

```lean
import Mathlib

open Real Matrix

namespace DanglingHybrid

noncomputable section
```

## Hybrids and their on-site energy

A hybrid \(h=(s,\mathbf p)\) has a real s amplitude and a real p vector. With the usual sign convention, a hybrid with \(s>0\) and \(\mathbf p\ne0\) points along \(\mathbf p\), and one with \(s<0\) points along \(-\mathbf p\). Reversing all three bond p vectors together leaves the angles between them unchanged.

```lean
/-- An s-p hybrid: an s amplitude together with a p vector. -/
abbrev Hybrid := ℝ × EuclideanSpace ℝ (Fin 3)
```

The atomic orbitals are orthonormal, so \(\langle h|k\rangle = s_h s_k+\mathbf p_h\cdot\mathbf p_k\).

```lean
/-- The overlap of two hybrids built from orthonormal s and p orbitals. -/
def overlap (h k : Hybrid) : ℝ := h.1 * k.1 + inner ℝ h.2 k.2
```

The Hamiltonian is diagonal, with level \(e_s\) for s and \(e_p\) for all three p orbitals.

```lean
/-- The on-site Hamiltonian, with level `es` for the s orbital and `ep` for the p orbitals. -/
def onSite (es ep : ℝ) (h : Hybrid) : Hybrid := (es * h.1, ep • h.2)
```

For a normalised hybrid the energy is the expectation value \(e_s s^2+e_p|\mathbf p|^2\).

```lean
/-- The expectation value of the on-site Hamiltonian in a normalised hybrid. -/
def energy (es ep : ℝ) (h : Hybrid) : ℝ := overlap h (onSite es ep h)
```

Hybrid \(h_0\) dangles, and \(h_1,h_2,h_3\) are the bonds, written `i.succ` for `i : Fin 3`. The conditions are orthonormality, a common bond amplitude \(a\), and the angle \(\theta\) between any two bond p parts. It equals the angle between the directions to the neighbouring atoms when the hybrids point along the bonds; for bent bonds the two can differ.

```lean
/-- Four orthonormal hybrids: number 0 dangles, the other three are bond hybrids with a common
s amplitude and p parts at pairwise angle `θ`. -/
structure BackBonded (h : Fin 4 → Hybrid) (θ : ℝ) : Prop where
  orth : ∀ i j, overlap (h i) (h j) = if i = j then 1 else 0
  same_s : ∀ i j : Fin 3, (h i.succ).1 = (h j.succ).1
  angle_eq : ∀ i j : Fin 3, i ≠ j →
    InnerProductGeometry.angle (h i.succ).2 (h j.succ).2 = θ
```

The s weight to be derived is \(f(\theta)=(1+2\cos\theta)/(1-\cos\theta)\).

```lean
/-- The ratio `(1 + 2 cos θ) / (1 - cos θ)`, intended for `cos θ ≠ 1`. -/
def sWeight (θ : ℝ) : ℝ := (1 + 2 * cos θ) / (1 - cos θ)
```

The corresponding energy is \(E(\theta)=f e_s+(1-f)e_p\).

```lean
/-- The mean of the s and p levels weighted by `sWeight θ`, for `cos θ ≠ 1`. -/
def danglingEnergy (es ep θ : ℝ) : ℝ := sWeight θ * es + (1 - sWeight θ) * ep
```

## How the s weight is shared

In components, the overlap is a sum of four products.

```lean
/-- The overlap written out in the four orbital coefficients. -/
lemma overlap_eq (h k : Hybrid) : overlap h k =
    h.1 * k.1 + (h.2 0 * k.2 0 + h.2 1 * k.2 1 + h.2 2 * k.2 2) := by
  simp only [overlap, PiLp.inner_apply, Fin.sum_univ_three, RCLike.inner_apply, conj_trivial]
  ring
```

Put the coefficients of the four hybrids in the rows of a matrix \(M\). Orthonormality says \(MM^{T}=1\). Since \(M\) is square, \(M^{T}M=1\) as well, and its first diagonal entry reads \(\sum_i s_i^2=1\): the s orbital is shared out completely.

```lean
/-- The s weights of four orthonormal hybrids add up to one. -/
theorem s_weight_sum {h : Fin 4 → Hybrid}
    (ho : ∀ i j, overlap (h i) (h j) = if i = j then 1 else 0) :
    ∑ i, (h i).1 ^ 2 = 1 := by
  let M : Matrix (Fin 4) (Fin 4) ℝ :=
    Matrix.of fun i => ![(h i).1, (h i).2 0, (h i).2 1, (h i).2 2]
  have hM : M * Mᵀ = 1 := by
    ext i j
    rw [Matrix.one_apply, ← ho i j, overlap_eq]
    simp only [Matrix.mul_apply, Matrix.transpose_apply, Fin.sum_univ_four]
    change (h i).1 * (h j).1 + (h i).2 0 * (h j).2 0 + (h i).2 1 * (h j).2 1
      + (h i).2 2 * (h j).2 2 = _
    ring
  -- orthonormal rows of a square matrix give orthonormal columns
  have hM' : Mᵀ * M = 1 := mul_eq_one_comm.mp hM
  have h3 : (Mᵀ * M) 0 0 = (1 : Matrix (Fin 4) (Fin 4) ℝ) 0 0 := by rw [hM']
  simp only [Matrix.mul_apply, Matrix.transpose_apply, Fin.sum_univ_four,
    Matrix.one_apply_eq] at h3
  have h4 : (h 0).1 * (h 0).1 + (h 1).1 * (h 1).1 + (h 2).1 * (h 2).1
      + (h 3).1 * (h 3).1 = 1 := h3
  rw [Fin.sum_univ_four]
  linear_combination h4
```

Equal s amplitudes and normalisation give all bond p parts the same squared length, \(|\mathbf p|^2=1-a^2\). Two different bonds are orthogonal, so
\[
a^2+(1-a^2)\cos\theta=0,\qquad\text{hence}\qquad a^2(1-\cos\theta)=-\cos\theta .
\]
The value \(a^2=1\) would contradict this, so the bond p parts are nonzero without a separate assumption. In the proof, `hn` is the equality of lengths, and the last line eliminates the length.

```lean
/-- The s weight `a²` of each bond hybrid obeys `a² (1 - cos θ) = -cos θ`. -/
theorem bond_s_weight {h : Fin 4 → Hybrid} {θ : ℝ} (hh : BackBonded h θ) (i : Fin 3) :
    (h i.succ).1 ^ 2 * (1 - cos θ) = -cos θ := by
  obtain ⟨j, hj⟩ := exists_ne i
  have hii := hh.orth i.succ i.succ
  have hjj := hh.orth j.succ j.succ
  have hij := hh.orth i.succ j.succ
  rw [if_pos rfl, overlap, real_inner_self_eq_norm_sq] at hii hjj
  rw [if_neg ((Fin.succ_injective _).ne hj.symm), overlap] at hij
  rw [← hh.same_s i j] at hjj hij
  -- equal s amplitudes give p parts of equal length
  have hn : ‖(h j.succ).2‖ = ‖(h i.succ).2‖ :=
    (sq_eq_sq₀ (norm_nonneg _) (norm_nonneg _)).mp (by linarith)
  have hc := InnerProductGeometry.cos_angle_mul_norm_mul_norm (h i.succ).2 (h j.succ).2
  rw [hh.angle_eq i j hj.symm, hn] at hc
  linear_combination hij + hc - cos θ * hii
```

The case \(\cos\theta=1\) is impossible, since it would give \(0=-1\). Subtracting three bond weights from one leaves
\[
s_0^2=1+\frac{3\cos\theta}{1-\cos\theta}=\frac{1+2\cos\theta}{1-\cos\theta}.
\]

```lean
/-- The dangling hybrid has s weight `(1 + 2 cos θ) / (1 - cos θ)`. -/
theorem dangling_s_weight {h : Fin 4 → Hybrid} {θ : ℝ} (hh : BackBonded h θ) :
    (h 0).1 ^ 2 = sWeight θ := by
  have b1 : (h 1).1 ^ 2 * (1 - cos θ) = -cos θ := bond_s_weight hh 0
  have b2 : (h 2).1 ^ 2 * (1 - cos θ) = -cos θ := bond_s_weight hh 1
  have b3 : (h 3).1 ^ 2 * (1 - cos θ) = -cos θ := bond_s_weight hh 2
  have hne : 1 - cos θ ≠ 0 := by
    intro h0
    rw [h0, mul_zero] at b1
    linarith
  have hs := s_weight_sum hh.orth
  rw [Fin.sum_univ_four] at hs
  rw [sWeight, eq_div_iff hne]
  linear_combination (1 - cos θ) * hs - b1 - b2 - b3
```

## The angles that occur

The upper end of the range has \(\cos 120^\circ=-\tfrac12\).

```lean
lemma cos_two_pi_div_three : cos (2 * π / 3) = -1 / 2 := by
  rw [show 2 * π / 3 = π - π / 3 by ring, cos_pi_sub, cos_pi_div_three]
  ring
```

Between 90° and 120° the cosine is never positive.

```lean
lemma cos_nonpos_of_mem {θ : ℝ} (hθ : θ ∈ Set.Icc (π / 2) (2 * π / 3)) : cos θ ≤ 0 :=
  cos_nonpos_of_pi_div_two_le_of_le hθ.1 (by linarith [hθ.2, pi_pos])
```

Conversely, \(a^2\ge0\) forces \(\cos\theta\le0\), and \(s_0^2\ge0\) forces \(1+2\cos\theta\ge0\). An angle between vectors lies in \([0,\pi]\), so \(90^\circ\le\theta\le120^\circ\).

```lean
/-- The bond angle of such a set of hybrids lies between 90 and 120 degrees. -/
theorem angle_range {h : Fin 4 → Hybrid} {θ : ℝ} (hh : BackBonded h θ) :
    θ ∈ Set.Icc (π / 2) (2 * π / 3) := by
  have ha := hh.angle_eq 0 1 (by decide)
  have h0 : 0 ≤ θ := ha ▸ InnerProductGeometry.angle_nonneg _ _
  have hp : θ ≤ π := ha ▸ InnerProductGeometry.angle_le_pi _ _
  have hb := bond_s_weight hh 0
  have hc : cos θ ≤ 0 := by
    have := mul_nonneg (sq_nonneg (h (Fin.succ 0)).1) (sub_nonneg.2 (cos_le_one θ))
    linarith
  have hd := dangling_s_weight hh
  rw [sWeight, eq_div_iff (by linarith)] at hd
  have hd' := mul_nonneg (sq_nonneg (h 0).1) (sub_nonneg.2 (cos_le_one θ))
  constructor
  · by_contra hlt
    have := cos_pos_of_mem_Ioo ⟨by linarith [pi_pos], not_le.1 hlt⟩
    linarith
  · by_contra hlt
    have := cos_lt_cos_of_nonneg_of_le_pi (by positivity) hp (not_le.1 hlt)
    rw [cos_two_pi_div_three] at this
    linarith
```

Every such angle is realised. Write \(b\) for the dangling s amplitude, \(\mathbf u=(1,1,1)\) and \(\mathbf e_i\) for the Cartesian unit vectors. Take the dangling p part \(-a\mathbf u\) and the bond p parts \(\mathbf e_i+\tfrac{b-1}{3}\mathbf u\).

```lean
/-- A threefold symmetric set of hybrids about the (1,1,1) axis, with s amplitude `b` on the
dangling hybrid and `a` on the bonds. -/
def pyramid (a b : ℝ) : Fin 4 → Hybrid :=
  ![(b, !₂[-a, -a, -a]),
    (a, !₂[1 + (b - 1) / 3, (b - 1) / 3, (b - 1) / 3]),
    (a, !₂[(b - 1) / 3, 1 + (b - 1) / 3, (b - 1) / 3]),
    (a, !₂[(b - 1) / 3, (b - 1) / 3, 1 + (b - 1) / 3])]
```

A bond overlaps the dangling hybrid by \(ab-ab=0\), and two different bonds overlap by \(a^2+(b^2-1)/3\). This vanishes when \(3a^2+b^2=1\), which also normalises all four hybrids. With \(a^2=-\cos\theta/(1-\cos\theta)\) and \(b^2=f(\theta)\) that condition holds, and the cosine between bond p parts is \(-a^2/(1-a^2)=\cos\theta\).

```lean
/-- Every angle from 90 to 120 degrees is realised by an explicit pyramid of hybrids. -/
theorem pyramid_witness {θ : ℝ} (hθ : θ ∈ Set.Icc (π / 2) (2 * π / 3)) :
    BackBonded (pyramid (√(-cos θ / (1 - cos θ))) (√(sWeight θ))) θ := by
  have hc := cos_nonpos_of_mem hθ
  have h0 : 0 ≤ θ := by linarith [hθ.1, pi_pos]
  have hp : θ ≤ π := by linarith [hθ.2, pi_pos]
  have hl : -1 / 2 ≤ cos θ := by
    rw [← cos_two_pi_div_three]
    exact cos_le_cos_of_nonneg_of_le_pi h0 (by linarith [pi_pos]) hθ.2
  have hne : 1 - cos θ ≠ 0 := by linarith
  have ha : √(-cos θ / (1 - cos θ)) ^ 2 * (1 - cos θ) = -cos θ := by
    rw [sq_sqrt (div_nonneg (by linarith) (by linarith)), div_mul_cancel₀ _ hne]
  have hb : √(sWeight θ) ^ 2 * (1 - cos θ) = 1 + 2 * cos θ := by
    rw [sWeight, sq_sqrt (div_nonneg (by linarith) (by linarith)), div_mul_cancel₀ _ hne]
  generalize √(-cos θ / (1 - cos θ)) = a at ha ⊢
  generalize √(sWeight θ) = b at hb ⊢
  have hab : 3 * a ^ 2 + b ^ 2 = 1 :=
    mul_right_cancel₀ hne (by linear_combination 3 * ha + hb)
  have ho : ∀ i j, overlap (pyramid a b i) (pyramid a b j) = if i = j then 1 else 0 := by
    intro i j
    rw [overlap_eq]
    fin_cases i <;> fin_cases j <;> simp [pyramid] <;> nlinarith [hab]
  have hs : ∀ i : Fin 3, (pyramid a b i.succ).1 = a := by
    intro i
    fin_cases i <;> rfl
  refine ⟨ho, fun i j => by rw [hs, hs], fun i j hij => ?_⟩
  have hii := ho i.succ i.succ
  have hjj := ho j.succ j.succ
  have hij' := ho i.succ j.succ
  rw [if_pos rfl, overlap, real_inner_self_eq_norm_sq, hs] at hii hjj
  rw [if_neg ((Fin.succ_injective _).ne hij), overlap, hs, hs] at hij'
  have hn : ‖(pyramid a b j.succ).2‖ = ‖(pyramid a b i.succ).2‖ :=
    (sq_eq_sq₀ (norm_nonneg _) (norm_nonneg _)).mp (by linarith)
  have hN : ‖(pyramid a b i.succ).2‖ * ‖(pyramid a b i.succ).2‖ ≠ 0 := by
    intro hz
    have h1 : a ^ 2 = 1 := by linear_combination hii - hz
    rw [h1] at ha
    linarith
  -- the cosine of the angle between the p parts is the prescribed one
  have hcos : inner ℝ (pyramid a b i.succ).2 (pyramid a b j.succ).2 /
      (‖(pyramid a b i.succ).2‖ * ‖(pyramid a b i.succ).2‖) = cos θ :=
    (div_eq_iff hN).2 (by linear_combination hij' - ha - cos θ * hii)
  rw [InnerProductGeometry.angle, hn, hcos, arccos_cos h0 hp]
```

## The rise in energy

Normalisation gives \(|\mathbf p_0|^2=1-f\), so the expectation value is \(E(\theta)\).

```lean
/-- The on-site energy of the dangling hybrid is the mean of the s and p levels weighted by
`sWeight θ`. -/
theorem dangling_energy {h : Fin 4 → Hybrid} {θ : ℝ} (hh : BackBonded h θ) (es ep : ℝ) :
    energy es ep (h 0) = danglingEnergy es ep θ := by
  have h0 := hh.orth 0 0
  rw [if_pos rfl, overlap] at h0
  rw [danglingEnergy, ← dangling_s_weight hh]
  simp only [energy, overlap, onSite, real_inner_smul_right]
  linear_combination ep * h0
```

As an example, let \(\cos\theta=-\tfrac14\), about 104.5°. Each bond has s weight \(\tfrac14/\tfrac54=\tfrac15\), and the dangling hybrid has \(\tfrac12/\tfrac54=\tfrac25\); the total is \(\tfrac35+\tfrac25=1\). With illustrative levels \(e_s=-10\) and \(e_p=-5\), the energy is \(0.4(-10)+0.6(-5)=-7\).

For \(x<y\) in the allowed range, \(\cos y<\cos x\), and
\[
f(x)-f(y)=\frac{3(\cos x-\cos y)}{(1-\cos x)(1-\cos y)}>0 .
\]
Therefore \(E(y)-E(x)=(f(x)-f(y))(e_p-e_s)>0\) when \(e_s<e_p\). At the ends \(f=1\) and \(f=0\), so \(E\) runs from \(e_s\) to \(e_p\). The theorem joins this to the weight and energy of any admissible set of hybrids.

```lean
/-- For `es < ep`, the dangling hybrid of a `BackBonded` set has s weight `f = (1 + 2 cos θ) / (1 -
cos θ)` and energy `f es + (1 - f) ep`, and this expression for the energy rises strictly from `es`
at 90 degrees to `ep` at 120 degrees. -/
theorem dangling_energy_rises {es ep : ℝ} (hE : es < ep) :
    (∀ (h : Fin 4 → Hybrid) (θ : ℝ), BackBonded h θ →
      (h 0).1 ^ 2 = sWeight θ ∧ energy es ep (h 0) = danglingEnergy es ep θ) ∧
    StrictMonoOn (danglingEnergy es ep) (Set.Icc (π / 2) (2 * π / 3)) ∧
    danglingEnergy es ep (π / 2) = es ∧ danglingEnergy es ep (2 * π / 3) = ep := by
  refine ⟨fun h θ hh => ⟨dangling_s_weight hh, dangling_energy hh es ep⟩,
    fun x hx y hy hxy => ?_, ?_, ?_⟩
  · have hcx := cos_nonpos_of_mem hx
    have hcy := cos_nonpos_of_mem hy
    have hlt : cos y < cos x := cos_lt_cos_of_nonneg_of_le_pi
      (by linarith [hx.1, pi_pos]) (by linarith [hy.2, pi_pos]) hxy
    have h1 : 0 < 1 - cos x := by linarith
    have h2 : 0 < 1 - cos y := by linarith
    -- a wider bond angle leaves less s weight on the dangling hybrid
    have hd : sWeight x - sWeight y
        = 3 * (cos x - cos y) / ((1 - cos x) * (1 - cos y)) := by
      rw [sWeight, sWeight, div_sub_div _ _ h1.ne' h2.ne']
      congr 1
      ring
    have hw : 0 < sWeight x - sWeight y := by
      rw [hd]
      exact div_pos (by linarith) (mul_pos h1 h2)
    simp only [danglingEnergy]
    nlinarith [mul_pos hw (sub_pos.2 hE)]
  · rw [danglingEnergy, sWeight, cos_pi_div_two]
    ring
  · rw [danglingEnergy, sWeight, cos_two_pi_div_three]
    ring
```

At the tetrahedral angle \(\cos\theta=-\tfrac13\), the weight is \(f=\tfrac14\), the usual sp³ value.

```lean
/-- At the tetrahedral angle, `cos θ = -1/3`, the dangling hybrid has energy
`(es + 3 ep) / 4`. -/
theorem tetrahedral_energy {h : Fin 4 → Hybrid} {θ : ℝ} (hh : BackBonded h θ)
    (ht : cos θ = -1 / 3) (es ep : ℝ) :
    energy es ep (h 0) = (es + 3 * ep) / 4 := by
  rw [dangling_energy hh, danglingEnergy, sWeight, ht]
  ring

end

end DanglingHybrid
```

Compare two surface atoms that have the same levels \(e_s<e_p\) and each satisfy the conditions above. The dangling hybrid has the lower mean energy on the atom whose angle \(\theta\) between the bond hybrids is closer to 90°. Strictly between 90° and 120° this mean energy is not an eigenvalue of the on-site Hamiltonian, which couples the dangling hybrid to each bond hybrid by \((e_s-e_p)s_0a\). Reading it as the level of a dangling bond neglects that coupling. Coupling to neighbouring atoms, electron repulsion and the elastic cost of moving the atom are absent from the model, so it does not predict which angle a surface adopts.

```lean
#print axioms DanglingHybrid.angle_range
#print axioms DanglingHybrid.dangling_energy
#print axioms DanglingHybrid.dangling_energy_rises
#print axioms DanglingHybrid.tetrahedral_energy
```

```
'DanglingHybrid.angle_range' depends on axioms: [propext, Classical.choice, Quot.sound]
'DanglingHybrid.dangling_energy' depends on axioms: [propext, Classical.choice, Quot.sound]
'DanglingHybrid.dangling_energy_rises' depends on axioms: [propext, Classical.choice, Quot.sound]
'DanglingHybrid.tetrahedral_energy' depends on axioms: [propext, Classical.choice, Quot.sound]
```
